# Orthonormal real orbitals with squared amplitudes 0 or 1/2, totalling 1/2 on every atom, are two-centre bonds on disjoint atom pairs

The lemma `HalfFilled.isKekule` concerns finitely many orthonormal real orbitals, the columns of a matrix `C` whose rows are a finite set of atoms, with squared amplitudes that sum over the orbitals to 1/2 on every atom. If each single squared amplitude is 0 or 1/2, then every orbital has the form (±e_r ± e_s)/√2 on two distinct atoms r and s, and different orbitals occupy disjoint pairs. No Hamiltonian enters, and the two atoms of a bond need not be neighbours. The proof uses normalisation to count exactly two atoms per orbital, reads the signs off the amplitudes multiplied by √2, and gets disjointness from the total of 1/2 on each atom.

The failing Lean file:

```lean
import Mathlib

open Matrix

namespace KekuleBound

noncomputable section

variable {α ι : Type*} [Fintype α] [Fintype ι] [DecidableEq α] [DecidableEq ι]

/-- Orthonormal real orbitals (columns) over atoms (rows), with the same total squared
amplitude 1/2 on every atom. -/
structure HalfFilled (C : Matrix α ι ℝ) : Prop where
  orthonormal : Cᵀ * C = 1
  uniform : ∀ r, ∑ i, C r i ^ 2 = 1 / 2

/-- The two-centre orbital `(σ e_r + τ e_s) / √2`. -/
def bond (r s : α) (σ τ : ℝ) (q : α) : ℝ :=
  (σ * (if q = r then 1 else 0) + τ * (if q = s then 1 else 0)) / √2

/-- Every orbital is a two-centre bond with signs `σ`, `τ`, and different orbitals
occupy disjoint pairs of atoms. -/
def IsKekule (C : Matrix α ι ℝ) : Prop :=
  ∃ (a b : ι → α) (σ τ : ι → ℝ),
    (∀ i, a i ≠ b i ∧ σ i ^ 2 = 1 ∧ τ i ^ 2 = 1 ∧
      ∀ r, C r i = bond (a i) (b i) (σ i) (τ i) r) ∧
    ∀ i j, i ≠ j → a i ≠ a j ∧ a i ≠ b j ∧ b i ≠ b j

omit [DecidableEq α] in
/-- For half-filled orbitals, the atomic populations of each orbital sum to one. -/
theorem HalfFilled.normalised {C : Matrix α ι ℝ} (hC : HalfFilled C) (i : ι) :
    ∑ r, C r i ^ 2 = 1 := by
  have h : (Cᵀ * C) i i = (1 : Matrix ι ι ℝ) i i := by rw [hC.orthonormal]
  rw [Matrix.mul_apply, Matrix.one_apply_eq] at h
  refine Eq.trans (Finset.sum_congr rfl fun r _ => ?_) h
  rw [Matrix.transpose_apply]
  ring

omit [DecidableEq α] in
/-- Among half-filled orbitals, two with population 1/2 on the same atom are the same orbital. -/
theorem HalfFilled.exclusive {C : Matrix α ι ℝ} (hC : HalfFilled C) {r : α} {i j : ι}
    (hi : C r i ^ 2 = 1 / 2) (hj : C r j ^ 2 = 1 / 2) : i = j := by
  by_contra hij
  have h : ∑ k ∈ ({i, j} : Finset ι), C r k ^ 2 ≤ ∑ k, C r k ^ 2 :=
    Finset.sum_le_sum_of_subset_of_nonneg (Finset.subset_univ _) fun k _ _ => sq_nonneg _
  rw [Finset.sum_pair hij, hC.uniform r] at h
  linarith

/-- If all atomic populations of half-filled orbitals are 0 or 1/2, the orbitals are two-centre
bonds on disjoint atom pairs. -/
theorem HalfFilled.isKekule {C : Matrix α ι ℝ} (hC : HalfFilled C)
    (hq : ∀ r i, C r i ^ 2 = 0 ∨ C r i ^ 2 = 1 / 2) : IsKekule C := by
  -- normalisation leaves exactly two atoms per orbital
  have pair : ∀ i, ∃ r s, r ≠ s ∧ C r i ^ 2 = 1 / 2 ∧ C s i ^ 2 = 1 / 2 ∧
      ∀ q, q ≠ r → q ≠ s → C q i = 0 := by
    intro i
    have h : ∑ r, (if C r i ^ 2 = 1 / 2 then (1 / 2 : ℝ) else 0) = 1 := by
      rw [← hC.normalised i]
      refine Finset.sum_congr rfl fun r _ => ?_
      rcases hq r i with h | h
      · rw [h]; norm_num
      · rw [if_pos h, h]
    rw [← Finset.sum_filter, Finset.sum_const, nsmul_eq_mul] at h
    have hc : (Finset.univ.filter fun r => C r i ^ 2 = 1 / 2).card = 2 := by
      have h2 : ((Finset.univ.filter fun r => C r i ^ 2 = 1 / 2).card : ℝ) = 2 := by linarith
      exact_mod_cast h2
    obtain ⟨r, s, hrs, hS⟩ := Finset.card_eq_two.1 hc
    have hm : ∀ q, C q i ^ 2 = 1 / 2 ↔ q = r ∨ q = s := by
      intro q
      have h3 := Finset.ext_iff.1 hS q
      simp only [Finset.mem_filter, Finset.mem_univ, true_and, Finset.mem_insert,
        Finset.mem_singleton] at h3
      exact h3
    refine ⟨r, s, hrs, (hm r).2 (Or.inl rfl), (hm s).2 (Or.inr rfl), fun q h1 h2 => ?_⟩
    rcases hq q i with h3 | h3
    · exact pow_eq_zero_iff (two_ne_zero) |>.1 h3
    · exact ((hm q).1 h3).elim (fun h => (h1 h).elim) fun h => (h2 h).elim
  choose a b hab ha hb h0 using pair
  have hs : √2 ≠ 0 := by positivity
  have sign : ∀ x : ℝ, x ^ 2 = 1 / 2 → (√2 * x) ^ 2 = 1 := by
    intro x hx
    rw [mul_pow, Real.sq_sqrt (by norm_num), hx]
    norm_num
  refine ⟨a, b, fun i => √2 * C (a i) i, fun i => √2 * C (b i) i,
    fun i => ⟨hab i, sign _ (ha i), sign _ (hb i), fun r => ?_⟩, fun i j hij =>
    ⟨fun h => hij (hC.exclusive (ha i) (by rw [h]; exact ha j)),
     fun h => hij (hC.exclusive (ha i) (by rw [h]; exact hb j)),
     fun h => hij (hC.exclusive (hb i) (by rw [h]; exact hb j))⟩⟩
  unfold bond
  rw [eq_div_iff hs]
  by_cases h1 : r = a i
  · have h2 : r ≠ b i := fun h => hab i (h1.symm.trans h)
    rw [if_pos h1, if_neg h2, h1]; ring
  · by_cases h2 : r = b i
    · rw [if_neg h1, if_pos h2, h2]; ring
    · rw [if_neg h1, if_neg h2, h0 i r h1 h2]; ring

end

end KekuleBound
```

Messages:

```
Main.lean:61:6: error: unsolved goals
case inl
α : Type u_1
ι : Type u_2
inst✝³ : Fintype α
inst✝² : Fintype ι
inst✝¹ : DecidableEq α
inst✝ : DecidableEq ι
C : Matrix α ι ℝ
hC : HalfFilled C
hq : ∀ (r : α) (i : ι), C r i ^ 2 = 0 ∨ C r i ^ 2 = 1 / 2
i : ι
r : α
x✝ : r ∈ Finset.univ
h : C r i ^ 2 = 0
⊢ 0 = (∑ r, C r i ^ 2) / 2 → ∑ r, C r i ^ 2 = 0
Main.lean:62:12: error: Tactic `rewrite` failed: Did not find an occurrence of the pattern
  if C r i ^ 2 = 1 / 2 then ?m.243 else ?m.244
in the target expression
  (if C r i ^ 2 = (∑ r, C r i ^ 2) / 2 then (∑ r, C r i ^ 2) / 2 else 0) = C r i ^ 2

case inr
α : Type u_1
ι : Type u_2
inst✝³ : Fintype α
inst✝² : Fintype ι
inst✝¹ : DecidableEq α
inst✝ : DecidableEq ι
C : Matrix α ι ℝ
hC : HalfFilled C
hq : ∀ (r : α) (i : ι), C r i ^ 2 = 0 ∨ C r i ^ 2 = 1 / 2
i : ι
r : α
x✝ : r ∈ Finset.univ
h : C r i ^ 2 = 1 / 2
⊢ (if C r i ^ 2 = (∑ r, C r i ^ 2) / 2 then (∑ r, C r i ^ 2) / 2 else 0) = C r i ^ 2

Note: The target expression is not type-correct under the `implicit` transparency level, which may have triggered the failure. This is usually caused by unfolding of semireducible definitions in prior tactic steps. Use `set_option linter.tacticCheckInstances true` to investigate the source of the issue.
Full error:
  function expected
    C r
```

As a diff, the version that Lean accepts:

```diff
@@ -56,6 +56,5 @@
     intro i
     have h : ∑ r, (if C r i ^ 2 = 1 / 2 then (1 / 2 : ℝ) else 0) = 1 := by
-      rw [← hC.normalised i]
-      refine Finset.sum_congr rfl fun r _ => ?_
+      refine Eq.trans (Finset.sum_congr rfl fun r _ => ?_) (hC.normalised i)
       rcases hq r i with h | h
       · rw [h]; norm_num
```

Both errors come from `rw [← hC.normalised i]`. It was meant to replace the 1 on the right of `h` by the sum `∑ r, C r i ^ 2`, but `rw` replaces every instance of the pattern, and the real number 1 is also the numerator of each `1 / 2` on the left. Those halves became `(∑ r, C r i ^ 2) / 2`.

In the case of population 0, `norm_num` could then no longer decide the condition by arithmetic on numerals, and left the implication shown in the first message. In the case of population 1/2, `if_pos h` looked for the condition `C r i ^ 2 = 1 / 2`, which the goal no longer contained. The note on transparency offers only a possible cause; the changed condition already explains the failure.

The repair rewrites nothing in the goal. `Eq.trans` chains the termwise equality of the two sums with `hC.normalised i`, so each `1 / 2` stays as it was and the two case proofs work unchanged.
